# For a differentiable unitary S-matrix, the delay times sum to the slope of the total scattering phase

A code that finds the total scattering delay by differencing the principal argument of det S, without unwrapping it, produces a false spike wherever that argument jumps between π and −π. In units with ħ = 1, a difference between neighbouring points of an energy grid with spacing ΔE gives a spike of size about 2π/ΔE. It is negative where the phase is rising and positive where the phase is falling, and a positive one can be mistaken for a narrow resonance. The trace of the delay matrix gives the true slope of the phase without choosing a branch.

## The delay trace as a logarithmic derivative

Let S(E) be an n × n scattering matrix, unitary at every real energy E and differentiable entry by entry. Write D for its energy derivative S′, and † for the conjugate transpose. In units with ħ = 1, the Wigner–Smith delay matrix is

Q = −i S†D.

It is Hermitian, so its eigenvalues τ_1, …, τ_n, the proper delay times, are real. Their sum is

tr Q = τ_1 + … + τ_n = −i (det S)′ / det S.

If det S = exp(iθ) with θ real and differentiable at E, then θ′ = tr Q there. The phase θ is that of S itself: when a channel is written as exp(2iδ), its phase shift δ contributes 2δ to θ.

## Checks on an energy grid

In non-interacting scattering with a fixed, finite number of open channels, the identity lets a code obtain the total delay from S and S′ without diagonalising S or following its eigenphases through crossings.

It also supplies two checks. A sizeable anti-Hermitian part of the computed Q points to an inaccurate S′ or to lost unitarity. Over an interval from a to b, the integrated trace should reproduce the ratio of determinants:

det S(b) = det S(a) exp(i ∫ₐᵇ tr Q dE).

This second check cannot see an error in the integral that is a multiple of 2π.

## From Jacobi's formula to the integrated phase

Write S[i,j] for matrix entries and sum over permutations σ of the channels:

det S = ∑_σ sgn(σ) ∏_i S[σ(i),i].

The product rule gives

(det S)′ = ∑_σ sgn(σ) ∑_i D[σ(i),i] ∏_{j≠i} S[σ(j),j].

For fixed i, the sum over σ is the determinant of S with column i replaced by column i of D. By Cramer's rule this is the diagonal entry (adj(S) D)[i,i], where adj(S) is the adjugate. Summing over i gives Jacobi's formula:

(det S)′ = tr(adj(S) D).

Next, differentiate S†S = 1:

D†S + S†D = 0.

Hence Q† = i D†S = −i S†D = Q, and Q is Hermitian.

Unitarity also fixes the adjugate, because S adj(S) = det(S) 1:

adj(S) = S†S adj(S) = det(S) S†.

Since S†D = iQ, Jacobi's formula becomes

(det S)′ = det(S) tr(S†D) = i tr(Q) det S.

The determinant of a unitary matrix is non-zero, so dividing by it and multiplying by −i gives the trace identity. The trace of a Hermitian matrix is the sum of its eigenvalues.

If det S = exp(iθ), its derivative is also iθ′ exp(iθ). Comparing the two expressions and cancelling i exp(iθ) gives θ′ = tr Q.

For the integrated form, let D be continuous in energy and set τ(E) = tr Q(E), which is real and continuous. Define

g(y) = det S(y) exp(−i ∫ₐʸ τ(t) dt).

Then g′ = (iτ − iτ)g = 0, so g(b) = g(a) = det S(a). Multiplying by the opposite phase factor gives the relation between the two determinants.

For uncoupled channels, S is diagonal with entries exp(iφ_j). The entries of D are iφ_j′ exp(iφ_j), so Q is diagonal with entries φ_j′.

That example should not be read as saying that proper delay times are always eigenphase slopes. Take the two-channel matrix with rows (cos E, sin E) and (sin E, −cos E). Its eigenvalues are 1 and −1 at every energy, so both eigenphases have zero slope. Yet Q has rows (0, −i) and (i, 0), with delay times 1 and −1. Only the sums agree, because the eigenvectors of S turn with energy.

## The identities in Lean

```lean
import Mathlib

open Complex Matrix

namespace ScatteringDelay

noncomputable section

variable {n : Type*} [Fintype n] [DecidableEq n]

/-- The matrix family `S` has the energy derivative `D` at energy `E`, entry by entry. -/
def HasEntryDeriv {n : Type*} (S : ℝ → Matrix n n ℂ) (D : Matrix n n ℂ) (E : ℝ) : Prop :=
  ∀ i j, HasDerivAt (fun x => S x i j) (D i j) E

/-- The Wigner-Smith delay matrix `Q = -i S† S'`, in units with `ħ = 1`; the argument `D` is
the energy derivative `S'`. -/
def delayMatrix {n : Type*} [Fintype n] (S D : Matrix n n ℂ) : Matrix n n ℂ :=
  (-I) • (Sᴴ * D)

/-- The total delay: the real part of the trace of the delay matrix. -/
def totalDelay {n : Type*} [Fintype n] (S D : Matrix n n ℂ) : ℝ :=
  (delayMatrix S D).trace.re

/-- Jacobi's formula: the derivative of `det S` is the trace of the adjugate of `S` times `S'`. -/
theorem hasDerivAt_det {S : ℝ → Matrix n n ℂ} {D : Matrix n n ℂ} {E : ℝ}
    (h : HasEntryDeriv S D E) :
    HasDerivAt (fun x => (S x).det) ((S E).adjugate * D).trace E := by
  -- each diagonal entry is a determinant with one column replaced by its derivative
  have hc : ∀ i, ((S E).adjugate * D) i i
      = ((S E).updateCol i (fun k => D k i)).det := by
    intro i
    rw [← Matrix.cramer_apply, Matrix.cramer_eq_adjugate_mulVec]
    rfl
  have key : ((S E).adjugate * D).trace
      = ∑ σ : Equiv.Perm n, ((Equiv.Perm.sign σ : ℤ) : ℂ) *
          ∑ i, (∏ j ∈ Finset.univ.erase i, S E (σ j) j) • D (σ i) i := by
    simp only [Matrix.trace, Matrix.diag_apply, hc, Matrix.det_apply', Finset.mul_sum]
    rw [Finset.sum_comm]
    refine Finset.sum_congr rfl fun σ _ => Finset.sum_congr rfl fun i _ => ?_
    have hp : ∏ j ∈ Finset.univ.erase i, (S E).updateCol i (fun k => D k i) (σ j) j
        = ∏ j ∈ Finset.univ.erase i, S E (σ j) j :=
      Finset.prod_congr rfl fun j hj => by
        rw [Matrix.updateCol_ne (Finset.ne_of_mem_erase hj)]
    rw [← Finset.mul_prod_erase Finset.univ _ (Finset.mem_univ i), hp,
      Matrix.updateCol_self, smul_eq_mul]
    ring
  -- the product rule in the permutation expansion
  have hprod : ∀ σ : Equiv.Perm n, HasDerivAt (fun x => ∏ i, S x (σ i) i)
      (∑ i, (∏ j ∈ Finset.univ.erase i, S E (σ j) j) • D (σ i) i) E :=
    fun σ => HasDerivAt.fun_finsetProd fun i _ => h (σ i) i
  rw [key]
  simp only [Matrix.det_apply']
  exact HasDerivAt.fun_sum fun σ _ => (hprod σ).const_mul _

/-- The delay matrix of a differentiable unitary family is Hermitian. -/
theorem delayMatrix_isHermitian {S : ℝ → Matrix n n ℂ} {D : Matrix n n ℂ} {E : ℝ}
    (hS : ∀ x, S x ∈ Matrix.unitaryGroup n ℂ) (h : HasEntryDeriv S D E) :
    (delayMatrix (S E) D).IsHermitian := by
  have hu : ∀ x, (S x)ᴴ * S x = 1 := fun x => Matrix.mem_unitaryGroup_iff'.mp (hS x)
  -- differentiate flux conservation `S† S = 1`
  have hz : Dᴴ * S E + (S E)ᴴ * D = 0 := by
    ext i j
    have h1 : HasDerivAt (fun x => ((S x)ᴴ * S x) i j)
        ((Dᴴ * S E + (S E)ᴴ * D) i j) E := by
      simp only [Matrix.add_apply, Matrix.mul_apply, Matrix.conjTranspose_apply,
        ← Finset.sum_add_distrib]
      exact HasDerivAt.fun_sum fun k _ => (h k i).star.fun_mul (h k j)
    simp only [hu] at h1
    exact h1.unique (hasDerivAt_const E _)
  unfold delayMatrix Matrix.IsHermitian
  rw [Matrix.conjTranspose_smul, Matrix.conjTranspose_mul, Matrix.conjTranspose_conjTranspose,
    eq_neg_of_add_eq_zero_left hz]
  simp

/-- For a scattering matrix that is unitary at `E`, the determinant obeys
`(det S)' = i (tr Q) det S` there. -/
theorem hasDerivAt_det_of_unitary {S : ℝ → Matrix n n ℂ} {D : Matrix n n ℂ} {E : ℝ}
    (hS : S E ∈ Matrix.unitaryGroup n ℂ) (h : HasEntryDeriv S D E) :
    HasDerivAt (fun x => (S x).det) (I * (delayMatrix (S E) D).trace * (S E).det) E := by
  have hu : (S E)ᴴ * S E = 1 := Matrix.mem_unitaryGroup_iff'.mp hS
  have ha : (S E).adjugate = (S E).det • (S E)ᴴ := by
    calc (S E).adjugate = ((S E)ᴴ * S E) * (S E).adjugate := by rw [hu, Matrix.one_mul]
      _ = (S E).det • (S E)ᴴ := by
        rw [Matrix.mul_assoc, Matrix.mul_adjugate, Matrix.mul_smul, Matrix.mul_one]
  refine (hasDerivAt_det h).congr_deriv ?_
  simp only [ha, delayMatrix, Matrix.smul_mul, Matrix.trace_smul, smul_eq_mul]
  linear_combination (((S E)ᴴ * D).trace * (S E).det) * Complex.I_sq

/-- The delay matrix `Q` of a differentiable unitary family is Hermitian, and its trace equals
both `-i (det S)' / det S` and the sum of its real eigenvalues, the proper delay times. -/
theorem trace_delayMatrix {S : ℝ → Matrix n n ℂ} {D : Matrix n n ℂ} {E : ℝ}
    (hS : ∀ x, S x ∈ Matrix.unitaryGroup n ℂ) (h : HasEntryDeriv S D E) :
    ∃ hQ : (delayMatrix (S E) D).IsHermitian,
      (delayMatrix (S E) D).trace = -I * deriv (fun x => (S x).det) E / (S E).det ∧
      (delayMatrix (S E) D).trace = ∑ i, ((hQ.eigenvalues i : ℝ) : ℂ) := by
  refine ⟨delayMatrix_isHermitian hS h, ?_,
    (delayMatrix_isHermitian hS h).trace_eq_sum_eigenvalues⟩
  have hd : (S E).det ≠ 0 :=
    Matrix.det_ne_zero_of_left_inverse (Matrix.mem_unitaryGroup_iff'.mp (hS E))
  rw [(hasDerivAt_det_of_unitary (hS E) h).deriv, eq_div_iff hd]
  linear_combination ((delayMatrix (S E) D).trace * (S E).det) * Complex.I_sq

/-- Let `S` be unitary at every energy and differentiable at `E`. If `det S = exp(iθ)` at every
energy, with a real total phase `θ` differentiable at `E`, then the slope of `θ` at `E` is the sum
of the proper delay times. -/
theorem phase_slope_eq_sum_delays {S : ℝ → Matrix n n ℂ} {D : Matrix n n ℂ} {E : ℝ}
    (hS : ∀ x, S x ∈ Matrix.unitaryGroup n ℂ) (h : HasEntryDeriv S D E)
    {θ : ℝ → ℝ} {θ' : ℝ} (hθ : HasDerivAt θ θ' E)
    (hdet : ∀ x, (S x).det = Complex.exp (I * (θ x : ℂ))) :
    θ' = ∑ i, (delayMatrix_isHermitian hS h).eigenvalues i := by
  have ht : (delayMatrix (S E) D).trace
      = ∑ i, (((delayMatrix_isHermitian hS h).eigenvalues i : ℝ) : ℂ) :=
    (delayMatrix_isHermitian hS h).trace_eq_sum_eigenvalues
  have h1 := (hθ.ofReal_comp.const_mul I).cexp
  have h2 := hasDerivAt_det_of_unitary (hS E) h
  simp only [hdet] at h2
  -- compare the two derivatives of the determinant
  have e := h1.unique h2
  have e' : (θ' : ℂ) = (delayMatrix (S E) D).trace := by
    apply mul_left_cancel₀ (mul_ne_zero I_ne_zero (Complex.exp_ne_zero (I * (θ E : ℂ))))
    linear_combination e
  rw [ht] at e'
  exact_mod_cast e'

/-- For a continuously differentiable unitary family, the determinants at two energies differ by
the phase factor whose phase is the integral of the total delay between them. -/
theorem det_eq_exp_integral_delay {S D : ℝ → Matrix n n ℂ}
    (hS : ∀ x, S x ∈ Matrix.unitaryGroup n ℂ) (h : ∀ x, HasEntryDeriv S (D x) x)
    (hD : Continuous D) (a b : ℝ) :
    (S b).det = (S a).det *
      Complex.exp (I * ((∫ x in a..b, totalDelay (S x) (D x) : ℝ) : ℂ)) := by
  have hSc : Continuous S := continuous_matrix fun i j =>
    continuous_iff_continuousAt.mpr fun x => (h x i j).continuousAt
  have hτ : Continuous fun x => totalDelay (S x) (D x) :=
    Complex.continuous_re.comp
      ((hSc.matrix_conjTranspose.matrix_mul hD).const_smul (-I)).matrix_trace
  -- the trace is real because the delay matrix is Hermitian
  have htr : ∀ x, (delayMatrix (S x) (D x)).trace = (totalDelay (S x) (D x) : ℂ) := by
    intro x
    have hs : star (delayMatrix (S x) (D x)).trace = (delayMatrix (S x) (D x)).trace := by
      rw [← Matrix.trace_conjTranspose, (delayMatrix_isHermitian hS (h x)).eq]
    exact (Complex.conj_eq_iff_re.mp hs).symm
  -- removing the accumulated phase leaves a constant
  have hg : ∀ x, HasDerivAt (fun y => (S y).det *
      Complex.exp (-I * ((∫ t in a..y, totalDelay (S t) (D t) : ℝ) : ℂ))) 0 x := by
    intro x
    have hi := (hτ.integral_hasStrictDerivAt a x).hasDerivAt
    refine ((hasDerivAt_det_of_unitary (hS x) (h x)).fun_mul
      (hi.ofReal_comp.const_mul (-I)).cexp).congr_deriv ?_
    rw [htr x]
    ring
  have hc := is_const_of_deriv_eq_zero (fun x => (hg x).differentiableAt)
    (fun x => (hg x).deriv) b a
  simp only [intervalIntegral.integral_same, Complex.ofReal_zero, mul_zero,
    Complex.exp_zero, mul_one] at hc
  rw [← hc, mul_assoc, ← Complex.exp_add, neg_mul, neg_add_cancel, Complex.exp_zero, mul_one]

/-- Uncoupled channels with eigenphases `φ j` form a unitary family whose delay matrix is
diagonal, with the slopes of the eigenphases as entries. -/
theorem uncoupled_channels_witness (φ : n → ℝ → ℝ) (φ' : n → ℝ) (E : ℝ)
    (hφ : ∀ j, HasDerivAt (φ j) (φ' j) E) :
    let S : ℝ → Matrix n n ℂ := fun x => diagonal fun j => Complex.exp (I * (φ j x : ℂ))
    let D : Matrix n n ℂ :=
      diagonal fun j => Complex.exp (I * (φ j E : ℂ)) * (I * (φ' j : ℂ))
    (∀ x, S x ∈ Matrix.unitaryGroup n ℂ) ∧ HasEntryDeriv S D E ∧
      delayMatrix (S E) D = diagonal fun j => (φ' j : ℂ) := by
  intro S D
  have hs : ∀ r : ℝ, star (Complex.exp (I * (r : ℂ))) * Complex.exp (I * (r : ℂ)) = 1 := by
    intro r
    rw [Complex.star_def, ← Complex.exp_conj, ← Complex.exp_add]
    simp
  refine ⟨fun x => ?_, fun i j => ?_, ?_⟩
  · rw [Matrix.mem_unitaryGroup_iff', Matrix.star_eq_conjTranspose,
      Matrix.diagonal_conjTranspose, Matrix.diagonal_mul_diagonal, ← Matrix.diagonal_one]
    exact congrArg Matrix.diagonal (funext fun j => hs (φ j x))
  · by_cases hij : i = j
    · subst hij
      simp only [S, D, Matrix.diagonal_apply_eq]
      exact ((hφ i).ofReal_comp.const_mul I).cexp
    · simp only [S, D, Matrix.diagonal_apply_ne _ hij]
      exact hasDerivAt_const E _
  · simp only [S, D, delayMatrix]
    rw [Matrix.diagonal_conjTranspose, Matrix.diagonal_mul_diagonal, ← Matrix.diagonal_smul]
    refine congrArg Matrix.diagonal (funext fun j => ?_)
    change -I * (star (Complex.exp (I * (φ j E : ℂ))) *
      (Complex.exp (I * (φ j E : ℂ)) * (I * (φ' j : ℂ)))) = (φ' j : ℂ)
    linear_combination (-I * I * (φ' j : ℂ)) * hs (φ j E) - (φ' j : ℂ) * Complex.I_sq

end

end ScatteringDelay
```

```lean
#print axioms ScatteringDelay.trace_delayMatrix
-- 'ScatteringDelay.trace_delayMatrix' depends on axioms: [propext, Classical.choice, Quot.sound]
#print axioms ScatteringDelay.phase_slope_eq_sum_delays
-- 'ScatteringDelay.phase_slope_eq_sum_delays' depends on axioms: [propext, Classical.choice, Quot.sound]
#print axioms ScatteringDelay.det_eq_exp_integral_delay
-- 'ScatteringDelay.det_eq_exp_integral_delay' depends on axioms: [propext, Classical.choice, Quot.sound]
```

## How the Lean proofs follow the calculation

`hasDerivAt_det` proves Jacobi's formula for any matrix family differentiable at E, unitary or not. Its step `hc` is Cramer's rule, `key` exchanges the sums over channels and permutations, and `hprod` is the product rule.

In `delayMatrix_isHermitian`, the step `hz` differentiates each entry of S†S. That entry is constant, so uniqueness of the derivative makes the result zero. `hasDerivAt_det_of_unitary` then replaces the adjugate through `ha`; the closing `linear_combination` uses i² = −1.

`trace_delayMatrix` combines Hermiticity, the logarithmic derivative and the eigenvalue sum. Its statement begins with `∃ hQ` because Lean's `hQ.eigenvalues` takes a proof of Hermiticity and returns real numbers.

`phase_slope_eq_sum_delays` compares two derivatives of the same determinant and cancels the non-zero factor. In `det_eq_exp_integral_delay`, `htr` shows that the trace is real, `hg` shows that g has zero derivative, and `is_const_of_deriv_eq_zero` makes g constant. `uncoupled_channels_witness` checks unitarity, the entrywise derivative and the diagonal delay matrix for the uncoupled case.

## Flux conservation, exact derivatives and fixed channels

The finite type `n` labels the channels, and `S : ℝ → Matrix n n ℂ` assigns a matrix to each energy. `HasEntryDeriv S D E` says that every entry of S has the corresponding entry of D as its derivative at E. The definition `delayMatrix` fixes the sign and the units; with ħ restored, Q is multiplied by ħ. `totalDelay` takes the real part of the trace, so it is real by definition, and it is Hermiticity that ensures no imaginary part has been discarded.

The hypothesis `hS` in the Hermiticity and delay-time theorems requires membership in `Matrix.unitaryGroup n ℂ` at every real energy. Physically, this is flux conservation among the listed channels, with no absorption and no loss into an omitted channel. It is assumed, not derived from a Hamiltonian.

Unitarity at the single energy of interest is not enough for real delay times. With one channel, take S(x) = 1 + x at E = 0. Then S(0) = 1 is unitary and D = 1, but Q = −i is not Hermitian. The determinant equation still holds at that point, which is why `hasDerivAt_det_of_unitary` needs unitarity only at `E`, while the Hermiticity theorem asks for more.

The phase theorem assumes a real function θ with det S = exp(iθ) at every energy and a derivative at E; it does not construct one. The integral theorem needs no such function, but it requires S to be differentiable everywhere with a continuous derivative. The endpoints may be in either order.

Since the matrix size is fixed and the energy runs over the whole real line, the theorems do not directly treat an S-matrix defined only above a threshold, or one that gains channels as the energy rises. They concern exact matrices and exact derivatives, so they give no bound on finite-difference, quadrature or rounding errors. Nor do they make the delay times positive: a decreasing eigenphase in an uncoupled channel gives a negative one.
